# Point charges arranged with cubic symmetry around a nucleus give it no electric field gradient

Let finitely many point charges \(q_i\) sit at positions \(\mathbf r_i\neq 0\) around a nucleus at the origin. In Gaussian units their field gradient at the nucleus, the matrix of second derivatives of the potential, is

\[
V_{ab}=\sum_i q_i\,\frac{3r_{i,a}r_{i,b}-r_i^2\delta_{ab}}{r_i^5},\qquad r_i=|\mathbf r_i| .
\]

It is symmetric and traceless. It vanishes if the charges are carried into themselves by both \((x,y,z)\mapsto(z,x,y)\) and \((x,y,z)\mapsto(-x,-y,z)\). Six equal charges \(q\), at distance \(a\) on either side of the nucleus along each coordinate axis, form a regular octahedron (here \(a\) is a length, not an index). Stretching it along \(z\) by a factor \(1+\varepsilon\) gives \(dV_{zz}/d\varepsilon=-12q/a^3\) at \(\varepsilon=0\).

In this model of fixed classical charges, a nucleus with a nonzero electric quadrupole moment, which requires spin at least 1, therefore has no quadrupole coupling at such a cubic site. At the centre of the octahedron with \(q\neq0\), it acquires one to first order in the stretch. The response of the electrons around the nucleus is left out.

## From the Coulomb potential to the tensor

Take one charge \(q\) at \(\mathbf r\) and write \(\mathbf s=\mathbf r-\mathbf x\), \(s=|\mathbf s|\), for a field point \(\mathbf x\). Then \(\partial s_a/\partial x_b=-\delta_{ab}\) and \(\partial s/\partial x_b=-s_b/s\), so

\[
\frac{\partial}{\partial x_a}\frac{q}{s}=\frac{q\,s_a}{s^3},\qquad
\frac{\partial}{\partial x_b}\frac{q\,s_a}{s^3}=-\frac{q\,\delta_{ab}}{s^3}+\frac{3q\,s_as_b}{s^5}.
\]

Setting \(\mathbf x=0\) and summing over the charges gives \(V_{ab}\). Exchanging \(a\) and \(b\) changes nothing, and the trace has numerators \(3r_i^2-3r_i^2=0\).

## Two symmetries remove every entry

If a map \(g\) permutes equal charges among their sites, replacing every \(\mathbf r_i\) by \(g(\mathbf r_i)\) only reorders the sum. For the cyclic map this gives

\[
V_{xx}=V_{zz},\quad V_{yy}=V_{xx},\quad V_{xy}=V_{zx},\quad V_{yz}=V_{xy}.
\]

The diagonal entries are equal and sum to zero, so each is zero. The half-turn reverses \(y\) and keeps \(z\), hence \(V_{yz}=-V_{yz}=0\), and the cyclic relations make the other off-diagonal entries vanish too.

A single charge \(q\neq0\) at \((1,1,1)\) shows that the cyclic symmetry alone is not enough. Its diagonal entries are zero, but \(V_{xy}=3q/3^{5/2}=q/(3\sqrt3)\).

## The stretched octahedron

Put four charges \(q\) at distance \(a\) along \(\pm x,\pm y\) and two at distance \(c\) along \(\pm z\). A charge at distance \(d\) on an axis contributes \(2q/d^3\) to the diagonal entry of that axis and \(-q/d^3\) to the other two. Thus

\[
V_{zz}=\frac{4q}{c^3}-\frac{4q}{a^3},\qquad
V_{xx}=V_{yy}=\frac{4q-2q}{a^3}-\frac{2q}{c^3}=-\tfrac12V_{zz}.
\]

Each site lies on an axis, so the off-diagonal entries vanish. With \(c=a(1+\varepsilon)\),

\[
V_{zz}=\frac{4q}{a^3}\left[(1+\varepsilon)^{-3}-1\right],\qquad
\left.\frac{dV_{zz}}{d\varepsilon}\right|_{0}=-\frac{12q}{a^3}.
\]

For \(q=a=1\) and \(\varepsilon=0.01\), the formula gives \(V_{zz}=4(1/1.030301-1)\approx-0.1176\), against \(-0.12\) from the linear term.

## Potential, gradient and field gradient in Lean

The type `ι` labels the charges. Positions are functions `Fin 3 → ℝ`, with indices 0, 1, 2 for \(x,y,z\).

```lean
import Mathlib

open Finset

namespace ElectricFieldGradient

noncomputable section

variable {ι : Type*} [Fintype ι]
```

The length is defined explicitly as the Euclidean one.

```lean
/-- The Euclidean length of a vector in space. -/
def len (v : Fin 3 → ℝ) : ℝ := √(∑ c, v c ^ 2)

/-- The unit vector along a coordinate axis. -/
def axis (b : Fin 3) : Fin 3 → ℝ := Pi.single b 1
```

The next two definitions are the potential and the first derivative found above.

```lean
/-- The Coulomb potential at `x` of charges `q i` at `r i`, in Gaussian units,
for `x` away from the charges. -/
def potential (q : ι → ℝ) (r : ι → Fin 3 → ℝ) (x : Fin 3 → ℝ) : ℝ :=
  ∑ i, q i / len (r i - x)

/-- The component along axis `a` of the gradient of the potential at `x`,
for `x` away from the charges. -/
def gradPot (q : ι → ℝ) (r : ι → Fin 3 → ℝ) (a : Fin 3) (x : Fin 3 → ℝ) : ℝ :=
  ∑ i, q i * (r i - x) a / len (r i - x) ^ 3
```

`IsEFG q r V` says what it means for `V` to be the field gradient: entry `V a b` is the derivative of gradient component `a` when the field point moves along axis `b`. The sign convention is therefore \(V_{ab}=+\partial_a\partial_b\Phi\), with \(\Phi\) the potential.

```lean
/-- `V` is the field gradient at the origin: its entries are the derivatives there of the
gradient of the potential. -/
def IsEFG (q : ι → ℝ) (r : ι → Fin 3 → ℝ) (V : Matrix (Fin 3) (Fin 3) ℝ) : Prop :=
  ∀ a b, HasDerivAt (fun t : ℝ => gradPot q r a (t • axis b)) (V a b) 0
```

The explicit tensor has a separate name, so that its agreement with `IsEFG` is a theorem.

```lean
/-- The point-charge tensor `∑ q (3 r_a r_b - r² δ_ab) / r⁵`, for charges away from the origin. -/
def efg (q : ι → ℝ) (r : ι → Fin 3 → ℝ) : Matrix (Fin 3) (Fin 3) ℝ :=
  Matrix.of fun a b =>
    ∑ i, q i * (3 * r i a * r i b - (if a = b then len (r i) ^ 2 else 0)) / len (r i) ^ 5
```

## Differentiating the distance and the potential

Positive length allows division by distances.

```lean
/-- A nonzero vector has positive length. -/
theorem len_pos {v : Fin 3 → ℝ} (hv : v ≠ 0) : 0 < len v := by
  obtain ⟨c, hc⟩ := Function.ne_iff.mp hv
  have hc' : v c ≠ 0 := hc
  exact Real.sqrt_pos.2 (Finset.sum_pos' (fun _ _ => sq_nonneg _)
    ⟨c, Finset.mem_univ c, by positivity⟩)
```

For the derivative of the distance, the proof expands \(|\mathbf v-t\mathbf e_b|^2=|\mathbf v|^2-2v_bt+t^2\), where \(\mathbf e_b\) is the unit vector along axis \(b\), and differentiates the square root at \(t=0\).

```lean
/-- Moving the field point along an axis changes its distance to a charge at nonzero
separation `v` at the rate `-v_b / |v|`. -/
theorem hasDerivAt_len {v : Fin 3 → ℝ} (hv : v ≠ 0) (b : Fin 3) :
    HasDerivAt (fun t : ℝ => len (v - t • axis b)) (-(v b) / len v) 0 := by
  have hS : 0 < ∑ c, v c ^ 2 := Real.sqrt_pos.1 (len_pos hv)
  have e : ∀ t : ℝ, len (v - t • axis b) = √((∑ c, v c ^ 2) - 2 * v b * t + t ^ 2) := by
    intro t
    unfold len
    congr 1
    fin_cases b <;> simp [axis, Fin.sum_univ_three, Pi.single_apply] <;> ring
  have hp : HasDerivAt (fun t : ℝ => (∑ c, v c ^ 2) - 2 * v b * t + t ^ 2) (-(2 * v b)) 0 := by
    have h := (((hasDerivAt_id' (0 : ℝ)).const_mul (2 * v b)).const_sub
      (∑ c, v c ^ 2)).fun_add ((hasDerivAt_id' (0 : ℝ)).fun_pow 2)
    exact h.congr_deriv (by simp)
  have h0 : (∑ c, v c ^ 2) - 2 * v b * 0 + (0 : ℝ) ^ 2 = ∑ c, v c ^ 2 := by ring
  simp only [e]
  refine (hp.sqrt (by rw [h0]; exact hS.ne')).congr_deriv ?_
  simp only [h0, len]
  ring
```

The quotient rule, applied charge by charge, then confirms that the components of `gradPot` are the partial derivatives of the potential wherever no charge sits.

```lean
/-- At every point free of charges, `gradPot` is the gradient of the Coulomb potential. -/
theorem hasDerivAt_potential (q : ι → ℝ) (r : ι → Fin 3 → ℝ) (x : Fin 3 → ℝ)
    (hx : ∀ i, r i ≠ x) (a : Fin 3) :
    HasDerivAt (fun t : ℝ => potential q r (x + t • axis a)) (gradPot q r a x) 0 := by
  unfold potential gradPot
  apply HasDerivAt.fun_sum
  intro i _
  have hv : r i - x ≠ 0 := sub_ne_zero.2 (hx i)
  have h := (hasDerivAt_const (0 : ℝ) (q i)).fun_div (hasDerivAt_len hv a)
    (by simpa using (len_pos hv).ne')
  simp only [sub_add_eq_sub_sub]
  refine h.congr_deriv ?_
  simp only [zero_smul, sub_zero]
  ring
```

A second quotient rule gives the tensor. In it `hn` gives the derivative \(-\delta_{ab}\) of the position component in the numerator, which is then multiplied by the charge, and `hasDerivAt_len` supplies the derivative of the distance in the denominator. The hypothesis `hr` keeps the charges off the nucleus, where a single nonzero charge would make the potential singular.

```lean
/-- For charges away from the origin, the point-charge tensor is the field gradient there. -/
theorem isEFG_efg (q : ι → ℝ) (r : ι → Fin 3 → ℝ) (hr : ∀ i, r i ≠ 0) :
    IsEFG q r (efg q r) := by
  intro a b
  simp only [gradPot, efg, Matrix.of_apply]
  apply HasDerivAt.fun_sum
  intro i _
  have hl := (len_pos (hr i)).ne'
  have hn : HasDerivAt (fun t : ℝ => (r i - t • axis b) a) (-(if a = b then 1 else 0)) 0 := by
    have h := ((hasDerivAt_id' (0 : ℝ)).mul_const (axis b a)).const_sub (r i a)
    exact h.congr_deriv (by simp [axis, Pi.single_apply])
  -- quotient rule for one charge
  have h := (hn.const_mul (q i)).fun_div ((hasDerivAt_len (hr i) b).fun_pow 3)
    (by simpa using hl)
  refine h.congr_deriv ?_
  simp only [zero_smul, sub_zero, Nat.cast_ofNat, Nat.reduceSub]
  split_ifs <;> field_simp <;> ring
```

The following theorem concerns any `V` satisfying `IsEFG`. Since derivatives are unique, `V` equals `efg q r`, and symmetry and zero trace are read off term by term.

```lean
/-- The field gradient at the origin of point charges at nonzero positions is symmetric
and traceless. -/
theorem symm_and_traceless {q : ι → ℝ} {r : ι → Fin 3 → ℝ} (hr : ∀ i, r i ≠ 0)
    {V : Matrix (Fin 3) (Fin 3) ℝ} (hV : IsEFG q r V) : V.IsSymm ∧ V.trace = 0 := by
  have hVe : V = efg q r := by
    ext a b
    exact (hV a b).unique (isEFG_efg q r hr a b)
  subst hVe
  constructor
  · ext a b
    rcases eq_or_ne a b with rfl | h
    · rfl
    · simp only [efg, Matrix.transpose_apply, Matrix.of_apply, if_neg h, if_neg h.symm]
      exact Finset.sum_congr rfl fun i _ => by ring
  · rw [Matrix.trace_fin_three]
    simp only [efg, Matrix.of_apply, ← Finset.sum_add_distrib, ↓reduceIte]
    refine Finset.sum_eq_zero fun i _ => ?_
    have h : len (r i) ^ 2 = r i 0 ^ 2 + r i 1 ^ 2 + r i 2 ^ 2 := by
      rw [len, Real.sq_sqrt (by positivity), Fin.sum_univ_three]
    rw [h]
    ring
```

## Symmetry as a relabelling of charges

```lean
/-- The cyclic permutation of the axes, `(x, y, z) ↦ (z, x, y)`. -/
def cyclicAxes (v : Fin 3 → ℝ) : Fin 3 → ℝ := ![v 2, v 0, v 1]

/-- The half-turn about the z axis, `(x, y, z) ↦ (-x, -y, z)`. -/
def halfTurn (v : Fin 3 → ℝ) : Fin 3 → ℝ := ![-v 0, -v 1, v 2]
```

`Invariant` asks for a permutation `σ` of the labels that matches individual charges. It does not compare total charges at a site, which matters only if several charges share a position or some charge is zero.

```lean
/-- The map `g` of space carries each charge to an equal charge, permuting the charges. -/
def Invariant (q : ι → ℝ) (r : ι → Fin 3 → ℝ) (g : (Fin 3 → ℝ) → Fin 3 → ℝ) : Prop :=
  ∃ σ : Equiv.Perm ι, ∀ i, q (σ i) = q i ∧ r (σ i) = g (r i)
```

Reindexing the sum by `σ` is the reordering step made earlier.

```lean
/-- The tensor of an invariant charge distribution equals that of the transformed charges. -/
theorem efg_of_invariant {q : ι → ℝ} {r : ι → Fin 3 → ℝ} {g : (Fin 3 → ℝ) → Fin 3 → ℝ}
    (h : Invariant q r g) : efg q r = efg q (fun i => g (r i)) := by
  obtain ⟨σ, h⟩ := h
  ext a b
  simp only [efg, Matrix.of_apply]
  refine (Equiv.sum_comp σ _).symm.trans (Finset.sum_congr rfl fun i _ => ?_)
  simp only [(h i).1, (h i).2]
```

In the main symmetry theorem, `lC` and `lT` say that both maps preserve length. The facts `c00`, `c11`, `c01` and `c12` are the four cyclic relations, and `t12` is the sign reversal of \(V_{yz}\). With symmetry and zero trace, `linarith` solves these linear equations for all nine entries.

```lean
/-- Point charges away from the origin, invariant under the cyclic axis permutation and the
half-turn about z, have zero field gradient at the origin. -/
theorem isEFG_zero_of_cubic {q : ι → ℝ} {r : ι → Fin 3 → ℝ} (hr : ∀ i, r i ≠ 0)
    (hC : Invariant q r cyclicAxes) (hT : Invariant q r halfTurn) : IsEFG q r 0 := by
  have lC : ∀ v, len (cyclicAxes v) = len v := fun v => by
    unfold len
    congr 1
    simp [cyclicAxes, Fin.sum_univ_three]
    ring
  have lT : ∀ v, len (halfTurn v) = len v := fun v => by
    simp [len, halfTurn, Fin.sum_univ_three]
  -- the cyclic permutation relates the entries of the tensor
  have c00 : efg q r 0 0 = efg q r 2 2 := by
    conv_lhs => rw [efg_of_invariant hC]
    simp only [efg, Matrix.of_apply, lC]
    simp [cyclicAxes]
  have c11 : efg q r 1 1 = efg q r 0 0 := by
    conv_lhs => rw [efg_of_invariant hC]
    simp only [efg, Matrix.of_apply, lC]
    simp [cyclicAxes]
  have c01 : efg q r 0 1 = efg q r 2 0 := by
    conv_lhs => rw [efg_of_invariant hC]
    simp only [efg, Matrix.of_apply, lC]
    simp [cyclicAxes]
  have c12 : efg q r 1 2 = efg q r 0 1 := by
    conv_lhs => rw [efg_of_invariant hC]
    simp only [efg, Matrix.of_apply, lC]
    simp [cyclicAxes]
  -- the half-turn reverses the yz entry
  have t12 : efg q r 1 2 = -efg q r 1 2 := by
    conv_lhs => rw [efg_of_invariant hT]
    simp only [efg, Matrix.of_apply, lT, ← Finset.sum_neg_distrib]
    refine Finset.sum_congr rfl fun i _ => ?_
    simp only [show halfTurn (r i) 1 = -r i 1 from rfl, show halfTurn (r i) 2 = r i 2 from rfl,
      if_neg (show (1 : Fin 3) ≠ 2 by decide)]
    ring
  obtain ⟨hs, ht⟩ := symm_and_traceless hr (isEFG_efg q r hr)
  rw [Matrix.trace_fin_three] at ht
  have s01 := hs.apply 0 1
  have s02 := hs.apply 0 2
  have s12 := hs.apply 1 2
  have hz : efg q r = 0 := by
    ext i j
    fin_cases i <;> fin_cases j <;>
      simp only [Matrix.zero_apply, Fin.zero_eta, Fin.mk_one, Fin.reduceFinMk] <;> linarith
  exact hz ▸ isEFG_efg q r hr
```

## The octahedron and its response to stretching

```lean
/-- Six sites on the axes, at distance `a` along x and y and `c` along z, for positive
`a` and `c`. -/
def octahedron (a c : ℝ) : Fin 6 → Fin 3 → ℝ :=
  ![![a, 0, 0], ![-a, 0, 0], ![0, a, 0], ![0, -a, 0], ![0, 0, c], ![0, 0, -c]]
```

The regular octahedron satisfies all the hypotheses of the symmetry theorem; the proof writes out the two site permutations with their inverses.

```lean
/-- Equal charges on a regular octahedron of positive radius lie away from the origin and are
invariant under the cyclic axis permutation and the half-turn about z. -/
theorem octahedron_witness (q : ℝ) {a : ℝ} (ha : 0 < a) :
    (∀ i, octahedron a a i ≠ 0) ∧ Invariant (fun _ => q) (octahedron a a) cyclicAxes ∧
      Invariant (fun _ => q) (octahedron a a) halfTurn := by
  refine ⟨fun i => ?_, ⟨⟨![2, 3, 4, 5, 0, 1], ![4, 5, 0, 1, 2, 3], ?_, ?_⟩, fun i => ⟨rfl, ?_⟩⟩,
    ⟨⟨![1, 0, 3, 2, 4, 5], ![1, 0, 3, 2, 4, 5], ?_, ?_⟩, fun i => ⟨rfl, ?_⟩⟩⟩
  · fin_cases i <;> simp [octahedron, ha.ne']
  · intro i; fin_cases i <;> rfl
  · intro i; fin_cases i <;> rfl
  · fin_cases i <;> ext k <;> fin_cases k <;> simp [octahedron, cyclicAxes]
  · intro i; fin_cases i <;> rfl
  · intro i; fin_cases i <;> rfl
  · fin_cases i <;> ext k <;> fin_cases k <;> simp [octahedron, halfTurn]
```

For unequal distances, `h` lists the six lengths and the sum is evaluated entry by entry.

```lean
/-- Equal charges `q` on an octahedron with positive distances `a` (x and y) and `c` (z) give the
tensor `2q (1/c³ - 1/a³) diag(-1, -1, 2)`. -/
theorem efg_octahedron (q : ℝ) {a c : ℝ} (ha : 0 < a) (hc : 0 < c) :
    efg (fun _ => q) (octahedron a c) =
      (2 * q * (1 / c ^ 3 - 1 / a ^ 3)) • !![-1, 0, 0; 0, -1, 0; 0, 0, 2] := by
  have h : ∀ i, len (octahedron a c i) = ![a, a, a, a, c, c] i := by
    intro i
    fin_cases i <;>
      simp [len, octahedron, Fin.sum_univ_three, Real.sqrt_sq ha.le, Real.sqrt_sq hc.le]
  ext i j
  simp only [efg, Matrix.of_apply, h, Fin.sum_univ_six]
  fin_cases i <;> fin_cases j <;> simp [octahedron] <;> field_simp <;> ring
```

The last theorem keeps the equatorial distance fixed. It differentiates the closed form in `h3`, then transfers the result to `efg`: for \(\varepsilon>-1\) the axial distance is positive, so the two functions agree near \(\varepsilon=0\) and have the same derivative there.

```lean
/-- Stretching a regular octahedron of positive radius `a` along z by the factor `1 + ε` changes
`V_zz` at the rate `-12 q / a³` at `ε = 0`. -/
theorem hasDerivAt_Vzz_stretch (q : ℝ) {a : ℝ} (ha : 0 < a) :
    HasDerivAt (fun ε : ℝ => efg (fun _ => q) (octahedron a (a * (1 + ε))) 2 2)
      (-12 * q / a ^ 3) 0 := by
  have h1 : HasDerivAt (fun ε : ℝ => a * (1 + ε)) a 0 :=
    (((hasDerivAt_id' (0 : ℝ)).const_add 1).const_mul a).congr_deriv (by ring)
  have h2 := (((hasDerivAt_const (0 : ℝ) (1 : ℝ)).fun_div (h1.fun_pow 3)
    (by simpa using ha.ne')).sub_const (1 / a ^ 3)).const_mul (4 * q)
  have h3 : HasDerivAt (fun ε : ℝ => 4 * q * (1 / (a * (1 + ε)) ^ 3 - 1 / a ^ 3))
      (-12 * q / a ^ 3) 0 := by
    refine h2.congr_deriv ?_
    simp only [add_zero, mul_one, Nat.cast_ofNat, Nat.reduceSub]
    field_simp
    ring
  -- near ε = 0 the axial distance stays positive, so the closed form applies
  refine h3.congr_of_eventuallyEq ?_
  filter_upwards [lt_mem_nhds (show (-1 : ℝ) < 0 by norm_num)] with ε hε
  rw [efg_octahedron q ha (mul_pos ha (by linarith))]
  simp only [Matrix.smul_apply, smul_eq_mul,
    show (!![-1, 0, 0; 0, -1, 0; 0, 0, 2] : Matrix (Fin 3) (Fin 3) ℝ) 2 2 = 2 from rfl]
  ring

end

end ElectricFieldGradient
```

```lean
#print axioms ElectricFieldGradient.hasDerivAt_potential
-- 'ElectricFieldGradient.hasDerivAt_potential' depends on axioms: [propext, Classical.choice, Quot.sound]
#print axioms ElectricFieldGradient.isEFG_zero_of_cubic
-- 'ElectricFieldGradient.isEFG_zero_of_cubic' depends on axioms: [propext, Classical.choice, Quot.sound]
#print axioms ElectricFieldGradient.hasDerivAt_Vzz_stretch
-- 'ElectricFieldGradient.hasDerivAt_Vzz_stretch' depends on axioms: [propext, Classical.choice, Quot.sound]
```
